# Orthogonal mixing preserves the exchange sum of separated fragments, but not always its self-terms

Take $N\ge 1$ identical fragments, so far apart that their interaction is neglected, each with one occupied and one virtual orbital, and mix the occupied orbitals by a real orthogonal matrix $U$ and the virtual ones by a real orthogonal matrix $V$. Let $g_{iajb}=(ia|jb)$ be the Coulomb integral between the transition densities $ia$ and $jb$, with mixed occupied orbitals $i,j$ and mixed virtual orbitals $a,b$, and let $K$ be its value for the local orbitals of one fragment. Then

$$\sum_{ijab} g_{iajb}\,g_{ibja}=NK^2,\qquad \sum_{iab} g_{iaib}\,g_{ibia}=K^2\sum_{fi}U_{fi}^4 ,$$

and the second sum, the self-terms, lies between $K^2$ and $NK^2$. For two fragments every value in that interval occurs; for three, with $K\neq0$, the lower end is never reached.

In this model of non-interacting fragments, a self-correlation correction to the random-phase approximation that removes only the $i=j$ terms can therefore depend on how localized the occupied orbitals are. The sums contain no energy denominators or spin factors.

## Fragments that do not interact

The constant $K$ stands for the Coulomb self-repulsion of the occupied–virtual transition density on one fragment, taken equal for all fragments. Integrals that involve more than one fragment are set to zero, an idealisation of large separation. This assumption is built into the definition `localIntegral`. The finite type `n` labels fragments, occupied orbitals and virtual orbitals alike, and $N$ is `Fintype.card n`.

In Lean 4 with Mathlib:

```lean
import Mathlib

open Matrix

namespace FragmentSelfCorrelation

noncomputable section

variable {n : Type*} [Fintype n] [DecidableEq n]

/-- Integral over fragment-local orbitals, occupied `p`, `r` and virtual `q`, `s`:
it is `K` if all four lie on the same fragment and zero otherwise. -/
def localIntegral (K : ℝ) (p q r s : n) : ℝ :=
  K * (if q = p then 1 else 0) * (if r = p then 1 else 0) * (if s = p then 1 else 0)
```

The mixed integral is the usual four-index transformation. Rows of `U` and `V` are fragments and columns are mixed orbitals, so `U f i` is $U_{fi}$, the amplitude of orbital $i$ on fragment $f$.

```lean
/-- The integral `g_iajb` after mixing the occupied orbitals by `U` and the virtual ones by `V`. -/
def g (K : ℝ) (U V : Matrix n n ℝ) (i a j b : n) : ℝ :=
  ∑ p, ∑ q, ∑ r, ∑ s, U p i * V q a * U r j * V s b * localIntegral K p q r s
```

The exchange product is first summed over virtual orbitals for a fixed occupied pair, then over all pairs or over $i=j$ only.

```lean
/-- Exchange contribution of the occupied pair `i`, `j`, summed over both virtual orbitals. -/
def pairExchange (K : ℝ) (U V : Matrix n n ℝ) (i j : n) : ℝ :=
  ∑ a, ∑ b, g K U V i a j b * g K U V i b j a

/-- The full exchange sum, over all pairs of occupied orbitals. -/
def fullExchange (K : ℝ) (U V : Matrix n n ℝ) : ℝ := ∑ i, ∑ j, pairExchange K U V i j

/-- The self-terms of the exchange sum, those with `i = j`. -/
def selfExchange (K : ℝ) (U V : Matrix n n ℝ) : ℝ := ∑ i, pairExchange K U V i i
```

By hand, the local integral forces $p=q=r=s=f$ in the fourfold sum, which leaves

$$g_{iajb}=K\sum_f U_{fi}V_{fa}U_{fj}V_{fb}.$$

In `g_eq`, `Finset.sum_ite_eq'` carries out the three collapses.

```lean
/-- The four-index transformation reduces to a single sum over fragments. -/
theorem g_eq (K : ℝ) (U V : Matrix n n ℝ) (i a j b : n) :
    g K U V i a j b = K * ∑ f, U f i * V f a * U f j * V f b := by
  simp only [g, localIntegral, mul_ite, mul_one, mul_zero, Finset.sum_ite_eq',
    Finset.mem_univ, if_true]
  rw [Finset.mul_sum]
  exact Finset.sum_congr rfl fun f _ => by ring
```

If different fragments did interact, with an integral $L$ between their transition densities, two evenly mixed fragments ($U_{fi}^2=1/2$) would have self-terms $K^2+L^2$ instead of $K^2$.

## Orthogonal virtual orbitals

The hypothesis `V * Vᵀ = 1` says that the mixed virtual orbitals are an orthonormal set spanning the same space as the local ones. It has two uses: the rows of $V$ are normalised, and the mixing preserves sums of squared amplitudes,

$$\sum_b\Big(\sum_f x_fV_{fb}\Big)^2=\sum_{ff'}x_fx_{f'}\sum_bV_{fb}V_{f'b}=\sum_f x_f^2 .$$

The first use is `row_norm`, read off the diagonal of the matrix equation. The second is `parseval`, which moves $V$ across a dot product.

```lean
/-- The squared entries in each row of an orthogonal matrix add up to one. -/
theorem row_norm {V : Matrix n n ℝ} (hV : V * Vᵀ = 1) (f : n) : ∑ a, V f a ^ 2 = 1 := by
  have h := congrFun (congrFun hV f) f
  simpa only [Matrix.mul_apply, Matrix.transpose_apply, Matrix.one_apply_eq, ← pow_two] using h

/-- An orthogonal mixing of orbitals preserves the sum of squared amplitudes. -/
theorem parseval {V : Matrix n n ℝ} (hV : V * Vᵀ = 1) (x : n → ℝ) :
    ∑ b, (∑ f, x f * V f b) ^ 2 = ∑ f, x f ^ 2 := by
  have h : (x ᵥ* V) ⬝ᵥ (x ᵥ* V) = x ⬝ᵥ x := by
    calc (x ᵥ* V) ⬝ᵥ (x ᵥ* V) = (x ᵥ* V) ⬝ᵥ (Vᵀ *ᵥ x) := by rw [Matrix.mulVec_transpose]
      _ = x ⬝ᵥ (V *ᵥ (Vᵀ *ᵥ x)) := (Matrix.dotProduct_mulVec x V _).symm
      _ = x ⬝ᵥ x := by rw [Matrix.mulVec_mulVec, hV, Matrix.one_mulVec]
  simp only [pow_two]
  exact h
```

Exchanging $a$ and $b$ leaves the fragment sum unchanged, so $g_{ibja}=g_{iajb}$ and the exchange product is a square. With $x_f=U_{fi}U_{fj}V_{fa}$, the sum over $b$ and then the one over $a$ give

$$\sum_{ab}g_{iajb}g_{ibja}=K^2\sum_a\sum_f U_{fi}^2U_{fj}^2V_{fa}^2=K^2\sum_f U_{fi}^2U_{fj}^2 .$$

The three steps of the `calc` block below form the square, apply `parseval`, and apply `row_norm`.

```lean
/-- For orthogonal `V`, the exchange contribution of an occupied pair is `K²` times the
overlap of the two orbitals' fragment populations. -/
theorem pairExchange_eq {V : Matrix n n ℝ} (hV : V * Vᵀ = 1) (K : ℝ) (U : Matrix n n ℝ)
    (i j : n) : pairExchange K U V i j = K ^ 2 * ∑ f, U f i ^ 2 * U f j ^ 2 := by
  calc pairExchange K U V i j
      = ∑ a, K ^ 2 * ∑ b, (∑ f, (U f i * U f j * V f a) * V f b) ^ 2 := by
        unfold pairExchange
        refine Finset.sum_congr rfl fun a _ => ?_
        rw [Finset.mul_sum]
        refine Finset.sum_congr rfl fun b _ => ?_
        have h1 : ∑ f, U f i * V f a * U f j * V f b
            = ∑ f, (U f i * U f j * V f a) * V f b :=
          Finset.sum_congr rfl fun f _ => by ring
        have h2 : ∑ f, U f i * V f b * U f j * V f a
            = ∑ f, (U f i * U f j * V f a) * V f b :=
          Finset.sum_congr rfl fun f _ => by ring
        rw [g_eq, g_eq, h1, h2]
        ring
    _ = ∑ a, K ^ 2 * ∑ f, (U f i * U f j * V f a) ^ 2 :=
        -- the virtual orbital b is summed out
        Finset.sum_congr rfl fun a _ => congrArg (fun t => K ^ 2 * t)
          (parseval hV (fun f => U f i * U f j * V f a))
    _ = K ^ 2 * ∑ f, U f i ^ 2 * U f j ^ 2 := by
        rw [← Finset.mul_sum, Finset.sum_comm]
        refine congrArg (fun t => K ^ 2 * t) (Finset.sum_congr rfl fun f _ => ?_)
        simp only [mul_pow]
        rw [← Finset.mul_sum, row_norm hV, mul_one]
```

Normalised rows of $V$ alone would not suffice. Let both rows of a $2\times2$ matrix $V$ be $(1,0)$ and let $U$ be a rotation by 45°. The only integrals that survive have both virtual indices in the first column, and they equal $K\sum_fU_{fi}U_{fj}=K\delta_{ij}$. The self-terms are then $2K^2$, whereas $K^2\sum_{fi} U_{fi}^4=K^2$.

## Normalised occupied mixing and at least one fragment

The hypothesis `U * Uᵀ = 1` likewise keeps the occupied space and the orthonormality of its orbitals. The sums and bounds use only its diagonal part, $\sum_iU_{fi}^2=1$: the mixed orbitals together place one unit of population on each fragment. Hence

$$\sum_{ij}K^2\sum_fU_{fi}^2U_{fj}^2=K^2\sum_f\Big(\sum_iU_{fi}^2\Big)\Big(\sum_jU_{fj}^2\Big)=NK^2 .$$

Setting $i=j$ gives the self-terms $K^2S$ with $S=\sum_{fi}U_{fi}^4$. Since $\sum_{fi}U_{fi}^2=N$,

$$\sum_{fi}\Big(U_{fi}^2-\tfrac1N\Big)^2=S-\tfrac2N N+N^2\tfrac1{N^2}=S-1,$$

$$\sum_{fi}U_{fi}^2\big(1-U_{fi}^2\big)=N-S .$$

Multiplied by $K^2$, these are the two identities of `selfExchange_gaps`. In the proof, `hs` is the total population, each `e` expands a summand, and `hc` evaluates the constant term.

```lean
/-- For orthogonal `U` and `V` and at least one fragment, the distances of the self-terms from
`K²` and from `N K²` are explicit sums over the fragment populations `U_fi²`. -/
theorem selfExchange_gaps [Nonempty n] {U V : Matrix n n ℝ} (hU : U * Uᵀ = 1)
    (hV : V * Vᵀ = 1) (K : ℝ) :
    selfExchange K U V - K ^ 2
      = K ^ 2 * ∑ i, ∑ f, (U f i ^ 2 - 1 / (Fintype.card n : ℝ)) ^ 2 ∧
    Fintype.card n * K ^ 2 - selfExchange K U V
      = K ^ 2 * ∑ i, ∑ f, U f i ^ 2 * (1 - U f i ^ 2) := by
  have hself : selfExchange K U V = K ^ 2 * ∑ i, ∑ f, U f i ^ 4 := by
    simp only [selfExchange, pairExchange_eq hV, ← Finset.mul_sum, ← pow_add]
  have hs : ∑ i, ∑ f, U f i ^ 2 = (Fintype.card n : ℝ) := by
    rw [Finset.sum_comm]
    simp [row_norm hU]
  have hN : (Fintype.card n : ℝ) ≠ 0 := by exact_mod_cast Fintype.card_ne_zero
  rw [hself]
  generalize (Fintype.card n : ℝ) = N at hs hN ⊢
  constructor
  · have e : ∀ i f, (U f i ^ 2 - 1 / N) ^ 2
        = U f i ^ 4 - 2 / N * U f i ^ 2 + 1 / N * (1 / N) := fun i f => by ring
    -- the constant terms, one for each orbital and fragment, add up to one
    have hc : ∑ _i : n, ∑ _f : n, 1 / N * (1 / N) = 1 := by
      have hcard : (Fintype.card n : ℝ) = N := by
        rw [← hs, Finset.sum_comm]
        simp [row_norm hU]
      simp only [Finset.sum_const, Finset.card_univ, nsmul_eq_mul, hcard]
      field_simp
    simp only [e, Finset.sum_add_distrib, Finset.sum_sub_distrib] at hc ⊢
    rw [hc]
    simp only [← Finset.mul_sum]
    rw [hs, div_mul_cancel₀ _ hN]
    ring
  · have e : ∀ i f, U f i ^ 2 * (1 - U f i ^ 2) = U f i ^ 2 - U f i ^ 4 :=
      fun i f => by ring
    simp only [e, Finset.sum_sub_distrib]
    rw [hs]
    ring
```

The first sum consists of squares. In the second, $U_{fi}^2\le1$ because it is one term of a non-negative row sum equal to one; this is `hle` below. Both distances are therefore non-negative, and the bounds follow.

```lean
/-- For `N ≥ 1` fragments and orthogonal `U`, `V`, the full exchange sum is `N K²`, while its
self-terms equal `K² ∑ U_fi⁴` and lie between `K²` and `N K²`. -/
theorem exchange_and_self_terms [Nonempty n] {U V : Matrix n n ℝ} (hU : U * Uᵀ = 1)
    (hV : V * Vᵀ = 1) (K : ℝ) :
    fullExchange K U V = Fintype.card n * K ^ 2 ∧
    selfExchange K U V = K ^ 2 * ∑ i, ∑ f, U f i ^ 4 ∧
    K ^ 2 ≤ selfExchange K U V ∧ selfExchange K U V ≤ Fintype.card n * K ^ 2 := by
  obtain ⟨h1, h2⟩ := selfExchange_gaps hU hV K
  refine ⟨?_, ?_, ?_, ?_⟩
  · calc fullExchange K U V = ∑ i, ∑ f, K ^ 2 * U f i ^ 2 := by
          unfold fullExchange
          refine Finset.sum_congr rfl fun i _ => ?_
          simp only [pairExchange_eq hV]
          rw [← Finset.mul_sum, Finset.sum_comm, Finset.mul_sum]
          refine Finset.sum_congr rfl fun f _ => ?_
          rw [← Finset.mul_sum, row_norm hU, mul_one]
      _ = Fintype.card n * K ^ 2 := by
          rw [Finset.sum_comm]
          simp only [← Finset.mul_sum, row_norm hU, Finset.sum_const, Finset.card_univ,
            nsmul_eq_mul, mul_one]
  · simp only [selfExchange, pairExchange_eq hV, ← Finset.mul_sum, ← pow_add]
  · have hp : 0 ≤ K ^ 2 * ∑ i, ∑ f, (U f i ^ 2 - 1 / (Fintype.card n : ℝ)) ^ 2 := by
      positivity
    linarith
  · have hle : ∀ f i, U f i ^ 2 ≤ 1 := fun f i =>
      (Finset.single_le_sum (f := fun a => U f a ^ 2) (fun a _ => sq_nonneg _)
        (Finset.mem_univ i)).trans_eq (row_norm hU f)
    have hp : 0 ≤ K ^ 2 * ∑ i, ∑ f, U f i ^ 2 * (1 - U f i ^ 2) :=
      mul_nonneg (sq_nonneg K) (Finset.sum_nonneg fun i _ => Finset.sum_nonneg fun f _ =>
        mul_nonneg (sq_nonneg _) (sub_nonneg.2 (hle f i)))
    linarith
```

Without normalised rows the total already fails: for $N=1$, $U=(2)$ and $V=(1)$ it is $16K^2$. The hypothesis `[Nonempty n]` means $N\ge1$. With no fragments the self-terms vanish, and the lower bound $K^2\le0$ is false for $K\ne0$.

The second identity also shows by hand that, for $K\neq0$, the upper bound is reached exactly when every $U_{fi}$ is $0$ or $\pm1$, that is, when each occupied orbital sits on one fragment.

## A non-zero integral

The condition $K\ne0$ means that the transition density on a fragment does repel itself. It allows division by $K^2$ in the first identity: if the self-terms equal $K^2$, a sum of squares vanishes, so each square does, and $U_{fi}^2=1/N$ throughout. Conversely, these populations make the sum zero.

In the proof, `resolve_left` discards the factor $K^2$, and `Finset.sum_eq_zero_iff_of_nonneg` is applied once to the sum over orbitals and once to the sum over fragments.

```lean
/-- For `K ≠ 0`, orthogonal `U`, `V` and at least one fragment, the self-terms equal `K²`
exactly when every occupied orbital is spread evenly over all fragments. -/
theorem selfExchange_eq_min_iff [Nonempty n] {U V : Matrix n n ℝ} (hU : U * Uᵀ = 1)
    (hV : V * Vᵀ = 1) {K : ℝ} (hK : K ≠ 0) :
    selfExchange K U V = K ^ 2 ↔ ∀ f i, U f i ^ 2 = 1 / (Fintype.card n : ℝ) := by
  have h1 := (selfExchange_gaps hU hV K).1
  constructor
  · intro h f i
    have h0 := (mul_eq_zero.1 (h1.symm.trans (sub_eq_zero.2 h))).resolve_left
      (pow_ne_zero 2 hK)
    have hi := (Finset.sum_eq_zero_iff_of_nonneg (fun i _ => by positivity)).1 h0 i
      (Finset.mem_univ i)
    have hf := (Finset.sum_eq_zero_iff_of_nonneg (fun f _ => by positivity)).1 hi f
      (Finset.mem_univ f)
    exact sub_eq_zero.1 ((pow_eq_zero_iff two_ne_zero).1 hf)
  · intro h
    have hz : ∑ i, ∑ f, (U f i ^ 2 - 1 / (Fintype.card n : ℝ)) ^ 2 = 0 :=
      Finset.sum_eq_zero fun i _ => Finset.sum_eq_zero fun f _ => by rw [h f i]; ring
    rw [hz, mul_zero] at h1
    linarith
```

For $K=0$ both sides of the equation `selfExchange K U V = K ^ 2` are zero whatever $U$ is, so two fully localized orbitals on two fragments refute the equivalence.

## Two fragments, and the orthogonality needed for three

For $N=2$, let $t$ be the wanted value of $S$, with $1\le t\le2$. Put $r=\sqrt{t-1}$, so that $0\le r\le1$, and choose a rotation with

$$U=\begin{pmatrix}c&-s\\ s&c\end{pmatrix},\qquad c^2=\frac{1+r}2,\qquad s^2=\frac{1-r}2 .$$

Then $c^2+s^2=1$ and

$$S=2(c^4+s^4)=\frac{(1+r)^2+(1-r)^2}{2}=1+r^2=t .$$

The limits on $t$ make the square roots real. They are also forced by the bounds: $t=3$ would put the self-terms above $2K^2$ for $K\ne0$. In the code, `hU` checks orthogonality entry by entry and `hsum` is the last computation. The same $U$ serves for every $K$ and every orthogonal $V$.

```lean
/-- For two fragments every value from `K²` to `2 K²` is reached: some orthogonal `U` gives
self-terms `t K²`, for any `t` between 1 and 2, whatever `K` and the orthogonal `V`. -/
theorem two_fragments_all_values {t : ℝ} (h1 : 1 ≤ t) (h2 : t ≤ 2) :
    ∃ U : Matrix (Fin 2) (Fin 2) ℝ, U * Uᵀ = 1 ∧
      ∀ (K : ℝ) (V : Matrix (Fin 2) (Fin 2) ℝ), V * Vᵀ = 1 →
        selfExchange K U V = t * K ^ 2 := by
  obtain ⟨r, hr0, hr⟩ : ∃ r : ℝ, 0 ≤ r ∧ r ^ 2 = t - 1 :=
    ⟨√(t - 1), Real.sqrt_nonneg _, Real.sq_sqrt (by linarith)⟩
  have hr1 : r ≤ 1 := by nlinarith
  -- cosine and sine of the mixing angle
  obtain ⟨c, hc⟩ : ∃ c : ℝ, c ^ 2 = (1 + r) / 2 := ⟨√((1 + r) / 2), Real.sq_sqrt (by linarith)⟩
  obtain ⟨s, hs⟩ : ∃ s : ℝ, s ^ 2 = (1 - r) / 2 := ⟨√((1 - r) / 2), Real.sq_sqrt (by linarith)⟩
  have hU : !![c, -s; s, c] * !![c, -s; s, c]ᵀ = 1 := by
    ext i j
    fin_cases i <;> fin_cases j <;> simp [Matrix.mul_apply, Fin.sum_univ_two] <;> nlinarith
  refine ⟨!![c, -s; s, c], hU, fun K V hV => ?_⟩
  have hc4 : c ^ 4 = ((1 + r) / 2) ^ 2 := by rw [← hc]; ring
  have hs4 : s ^ 4 = ((1 - r) / 2) ^ 2 := by rw [← hs]; ring
  have hsum : ∑ i, ∑ f, !![c, -s; s, c] f i ^ 4 = t := by
    simp [Fin.sum_univ_two]
    linear_combination 2 * hc4 + 2 * hs4 + hr
  rw [(exchange_and_self_terms hU hV K).2.1, hsum]
  ring
```

For $N=3$, reaching $K^2$ would require $U_{fi}^2=1/3$ everywhere. Number fragments and orbitals from 0, as the code does, and let $y_i=U_{0i}U_{1i}$. Then $y_i^2=1/9$, and orthogonality of the first two rows gives $y_0+y_1+y_2=0$. Squaring $y_0=-(y_1+y_2)$ yields

$$\tfrac19=\tfrac29+2y_1y_2,\qquad\text{so}\qquad y_1y_2=-\tfrac1{18}.$$

But $(y_1y_2)^2=1/81$, which is not $1/324$. The proof has the same steps: `hp` gives the squares, `ho` the orthogonality, `hyz` the product, and `hsq` the contradiction.

```lean
/-- For three fragments with `K ≠ 0` and orthogonal `U`, `V`, the self-terms always
exceed `K²`. -/
theorem three_fragments_gt {U V : Matrix (Fin 3) (Fin 3) ℝ} (hU : U * Uᵀ = 1)
    (hV : V * Vᵀ = 1) {K : ℝ} (hK : K ≠ 0) : K ^ 2 < selfExchange K U V := by
  refine lt_of_le_of_ne (exchange_and_self_terms hU hV K).2.2.1 fun h => ?_
  have hu : ∀ f i, U f i ^ 2 = 1 / 3 := fun f i => by
    simpa using (selfExchange_eq_min_iff hU hV hK).1 h.symm f i
  have hp : ∀ i, (U 0 i * U 1 i) ^ 2 = 1 / 9 := fun i => by
    rw [mul_pow, hu 0 i, hu 1 i]; norm_num
  -- the first two rows of `U` are orthogonal, so the three products add up to zero
  have ho : U 0 0 * U 1 0 + U 0 1 * U 1 1 + U 0 2 * U 1 2 = 0 := by
    have h01 := congrFun (congrFun hU 0) 1
    simpa [Matrix.mul_apply, Fin.sum_univ_three] using h01
  have hyz : (U 0 1 * U 1 1) * (U 0 2 * U 1 2) = -1 / 18 := by
    linear_combination (hp 0 - hp 1 - hp 2) / 2
      - (U 0 0 * U 1 0 - U 0 1 * U 1 1 - U 0 2 * U 1 2) / 2 * ho
  have hsq : ((U 0 1 * U 1 1) * (U 0 2 * U 1 2)) ^ 2 = 1 / 81 := by
    rw [mul_pow, hp 1, hp 2]; norm_num
  rw [hyz] at hsq
  norm_num at hsq

end

end FragmentSelfCorrelation
```

Here the off-diagonal part of `U * Uᵀ = 1` matters. If all nine entries of $U$ were $1/\sqrt3$, the rows would still be normalised, and the self-terms would equal $K^2$ exactly.

```lean
#print axioms FragmentSelfCorrelation.exchange_and_self_terms
-- 'FragmentSelfCorrelation.exchange_and_self_terms' depends on axioms: [propext, Classical.choice, Quot.sound]
#print axioms FragmentSelfCorrelation.two_fragments_all_values
-- 'FragmentSelfCorrelation.two_fragments_all_values' depends on axioms: [propext, Classical.choice, Quot.sound]
#print axioms FragmentSelfCorrelation.three_fragments_gt
-- 'FragmentSelfCorrelation.three_fragments_gt' depends on axioms: [propext, Classical.choice, Quot.sound]
```
